# Dirichlet–Thomson duality for symmetric positive definite tensors in finite dimension

To bracket the effective permittivity of a composite along a unit applied field, one evaluates the energy of a trial electric field for an upper bound and the reciprocal of the energy of a trial displacement field for a lower bound. Energies are taken without the factor $\tfrac12$, and both trial fields are normalised as described below. In a finite-dimensional real model with a symmetric positive definite tensor, the two bounds meet when both trial fields are optimal.

The applied uniform field is $v$, with $\|v\|=1$ in the volume-averaged inner product. The medium adds a fluctuation $x$ from a space $E$ of curl-free, zero-mean fields. The flux fluctuation $y$ lies in a space $J$, which holds the divergence-free, zero-mean fields and the uniform fields perpendicular to $v$. The trial electric field is $v+x$ and the trial displacement field is $v+y$, so each has inner product 1 with $v$. Here $E$ and $J$ are subspaces, not the electric field and the current.

```lean
import Mathlib

open scoped InnerProductSpace

namespace DirichletThomson

noncomputable section

variable {V : Type*} [NormedAddCommGroup V] [InnerProductSpace ℝ V]
```

The space $V$ is a real inner product space. The tensor $A$ is an invertible linear map, and `A.symm` is its inverse $A^{-1}$, not its symmetric part. The energy $\langle z,Az\rangle$ carries no factor $\tfrac12$.

```lean
/-- The quadratic energy `⟨z, A z⟩` of a field `z` in a medium with tensor `A`. -/
def energy (A : V ≃ₗ[ℝ] V) (z : V) : ℝ := ⟪z, A z⟫_ℝ
```

Positive definiteness stands for a medium in which every nonzero field costs energy. Complex permittivities, as in absorbing media, and negative ones lie outside this class.

```lean
/-- The material tensor is symmetric and gives every nonzero field a positive energy. -/
structure IsPosDef (A : V ≃ₗ[ℝ] V) : Prop where
  selfAdjoint : ∀ x y, ⟪A x, y⟫_ℝ = ⟪x, A y⟫_ℝ
  pos : ∀ z, z ≠ 0 → 0 < energy A z
```

The splitting says that $v$, $E$ and $J$ are mutually orthogonal and together span $V$.

```lean
/-- The space is the orthogonal sum of the line of the unit mean field `v`, the space `E` of
field fluctuations and the space `J` of flux fluctuations. -/
structure IsSplitting (v : V) (E J : Submodule ℝ V) : Prop where
  norm_one : ‖v‖ = 1
  mean_E : ∀ x ∈ E, ⟪v, x⟫_ℝ = 0
  mean_J : ∀ y ∈ J, ⟪v, y⟫_ℝ = 0
  E_J : ∀ x ∈ E, ∀ y ∈ J, ⟪x, y⟫_ℝ = 0
  complete : ∀ z, ∃ c : ℝ, ∃ x ∈ E, ∃ y ∈ J, z = c • v + x + y
```

The set `trialEnergies A v E` collects the energies of all fields $v+x$ with $x\in E$. With `A.symm` and $J$ in place of $A$ and $E$, it collects the flux energies.

```lean
/-- The energies of all trial fields `v + x` with fluctuation `x` in the subspace `E`. -/
def trialEnergies (A : V ≃ₗ[ℝ] V) (v : V) (E : Submodule ℝ V) : Set ℝ :=
  {r | ∃ x ∈ E, r = energy A (v + x)}
```

The classical principles concern fields in a continuum. Parts (a) to (d) hold in any real inner product space, while (e) and (f) assume finite dimension. How far the minimum of a finite-dimensional model lies from the continuum value is a separate question, which the hypotheses do not settle.

Throughout, $x\in E$ and $y\in J$.

## (a) Pairing a trial field with a trial flux

**Task.** Show that the inner product does not depend on the fluctuations:
$$\langle v+x,\,v+y\rangle=1.$$

**Solution.** Expand into four terms:
$$\langle v,v\rangle+\langle v,y\rangle+\langle x,v\rangle+\langle x,y\rangle=1+0+0+0.$$
The rewrites in Lean use the same four values.

```lean
variable {A : V ≃ₗ[ℝ] V} {v x y : V} {E J : Submodule ℝ V}

/-- For an orthogonal splitting with unit mean field, a trial field `v + x` and a trial flux
`v + y` have inner product one. -/
theorem field_flux_pairing (hS : IsSplitting v E J) (hx : x ∈ E) (hy : y ∈ J) :
    ⟪v + x, v + y⟫_ℝ = 1 := by
  have hv : ⟪v, v⟫_ℝ = 1 := by
    rw [real_inner_self_eq_norm_sq, hS.norm_one]; norm_num
  have hxv : ⟪x, v⟫_ℝ = 0 := by rw [real_inner_comm]; exact hS.mean_E x hx
  rw [inner_add_left, inner_add_right, inner_add_right, hv, hxv, hS.mean_J y hy,
    hS.E_J x hx y hy]
  norm_num
```

## (b) The energy of the constitutive mismatch

**Task.** Let $\langle p,q\rangle=1$, $a=\langle p,Ap\rangle$ and $b=\langle q,A^{-1}q\rangle$. Show that
$$\langle u,Au\rangle=a(ab-1),\qquad u=p-aA^{-1}q.$$

**Solution.** Since $Au=Ap-aq$,
$$\langle u,Au\rangle=\langle p,Ap\rangle-a\langle p,q\rangle-a\langle A^{-1}q,Ap\rangle+a^2\langle A^{-1}q,q\rangle.$$
By symmetry $\langle A^{-1}q,Ap\rangle=\langle q,p\rangle=1$, so the sum is $a-a-a+a^2b=a(ab-1)$.

In Lean, `h1` is the symmetry step. The `generalize` line replaces the energy of $p$ by a letter, so that `unfold energy` expands only the energy of $u$ and the inverse-tensor energy of $q$.

```lean
/-- For symmetric positive definite `A` and `⟨p, q⟩ = 1`, the mismatch `p - a A⁻¹ q` has energy
`a (a b - 1)`, where `a` is the energy of `p` and `b` the inverse-tensor energy of `q`. -/
theorem duality_gap (hA : IsPosDef A) {p q : V} (hpq : ⟪p, q⟫_ℝ = 1) :
    energy A (p - energy A p • A.symm q) =
      energy A p * (energy A p * energy A.symm q - 1) := by
  have h1 : ⟪A.symm q, A p⟫_ℝ = 1 := by
    rw [← hA.selfAdjoint, A.apply_symm_apply, real_inner_comm, hpq]
  have h2 : ⟪A.symm q, q⟫_ℝ = ⟪q, A.symm q⟫_ℝ := real_inner_comm _ _
  have h3 : ⟪p, A p⟫_ℝ = energy A p := rfl
  generalize energy A p = a at *
  unfold energy
  rw [map_sub, map_smul, A.apply_symm_apply, inner_sub_left, inner_sub_right,
    inner_sub_right, real_inner_smul_left, real_inner_smul_left, real_inner_smul_right,
    real_inner_smul_right, h1, h2, h3, hpq]
  ring
```

## (c) A bound for every pair of trial fields

**Task.** With $a=\langle v+x,A(v+x)\rangle$ and $b=\langle v+y,A^{-1}(v+y)\rangle$, show that
$$a>0,\qquad ab\ge 1.$$

**Solution.** By (a), $v+x$ has inner product 1 with another vector, so it is nonzero and $a>0$. Take $p=v+x$ and $q=v+y$ in (b). The energy of $u$ is zero if $u=0$ and positive otherwise, hence $a(ab-1)\ge0$. Dividing by $a$ gives the claim.

The `by_cases` step treats these two cases for $u$. Any trial flux thus gives the lower bound $1/b$ on every field energy.

```lean
/-- For symmetric positive definite `A` and an orthogonal splitting with unit mean field, every
trial field has positive energy, and this energy times the inverse-tensor energy of any trial flux
is at least one. -/
theorem one_le_energy_mul (hA : IsPosDef A) (hS : IsSplitting v E J)
    (hx : x ∈ E) (hy : y ∈ J) :
    0 < energy A (v + x) ∧ 1 ≤ energy A (v + x) * energy A.symm (v + y) := by
  have hp := field_flux_pairing hS hx hy
  have ha : 0 < energy A (v + x) := hA.pos _ (by
    intro h
    rw [h, inner_zero_left] at hp
    exact zero_ne_one hp)
  refine ⟨ha, ?_⟩
  -- the energy of the mismatch cannot be negative
  have hn : 0 ≤ energy A (v + x - energy A (v + x) • A.symm (v + y)) := by
    by_cases h : v + x - energy A (v + x) • A.symm (v + y) = 0
    · rw [h]; simp [energy]
    · exact (hA.pos _ h).le
  rw [duality_gap hA hp] at hn
  linarith [nonneg_of_mul_nonneg_right hn ha]
```

## (d) When the bound is sharp

**Task.** With $a$ and $b$ as in (c), show that
$$ab=1\iff A(v+x)=a(v+y).$$

**Solution.** If $ab=1$, the mismatch $u$ has zero energy by (b), so $u=0$ by positive definiteness. Applying $A$ to $v+x=aA^{-1}(v+y)$ gives the constitutive law. Conversely, the law gives $aA^{-1}(v+y)=v+x$, and then
$$ab=\langle v+y,\,aA^{-1}(v+y)\rangle=\langle v+y,\,v+x\rangle=1.$$

The two bullets in the proof are these two directions.

```lean
/-- For symmetric positive definite `A` and an orthogonal splitting with unit mean field, the energy
of a trial field `v + x` times the inverse-tensor energy of a trial flux `v + y` is one exactly when
the flux `A (v + x)` is the energy of `v + x` times the trial flux `v + y`. -/
theorem energy_mul_eq_one_iff (hA : IsPosDef A) (hS : IsSplitting v E J)
    (hx : x ∈ E) (hy : y ∈ J) :
    energy A (v + x) * energy A.symm (v + y) = 1 ↔
      A (v + x) = energy A (v + x) • (v + y) := by
  have hp := field_flux_pairing hS hx hy
  constructor
  · intro h
    have hgap := duality_gap hA hp
    rw [h, sub_self, mul_zero] at hgap
    have hu : v + x - energy A (v + x) • A.symm (v + y) = 0 := by
      by_contra hne
      exact (hA.pos _ hne).ne' hgap
    have h' := congrArg A (sub_eq_zero.mp hu)
    rwa [map_smul, A.apply_symm_apply] at h'
  · intro h
    have hq : energy A (v + x) • A.symm (v + y) = v + x := by
      rw [← map_smul A.symm, ← h, A.symm_apply_apply]
    calc energy A (v + x) * energy A.symm (v + y)
        = ⟪v + y, energy A (v + x) • A.symm (v + y)⟫_ℝ :=
          (real_inner_smul_right _ _ _).symm
      _ = 1 := by rw [hq, real_inner_comm, hp]
```

## (e) A field in equilibrium

**Task.** Let $V$ be finite-dimensional. Show that some $x\in E$ satisfies
$$\langle A(v+x),w\rangle=0\quad\text{for all }w\in E.$$
This is the weak form of a divergence-free flux. Here $v$ may be any vector, and no splitting is needed.

**Solution.** Define $T:E\to E^*$ by $(Tx)(w)=\langle Ax,w\rangle$, where $E^*$ is the dual space. If $Tx=0$, then $\langle Ax,x\rangle=0$, so $x=0$ and $T$ is injective. Since $\dim E=\dim E^*$, it is also surjective. Choose $x$ with $(Tx)(w)=-\langle Av,w\rangle$ for all $w\in E$.

The Mathlib device is `LinearMap.injective_iff_surjective_of_finrank_eq_finrank`: between spaces of equal finite dimension, an injective linear map is surjective. The equality of dimensions comes from `Subspace.dual_finrank_eq`. The proof therefore chooses no basis explicitly and uses no compactness argument. The map `T` itself is built by `compl₁₂`, which restricts both arguments of the inner product, with $A$ applied to the first.

```lean
/-- In finite dimension and for symmetric positive definite `A`, some fluctuation `x` in `E`
makes the flux `A (v + x)` orthogonal to `E`. -/
theorem exists_equilibrium [FiniteDimensional ℝ V] (hA : IsPosDef A) (v : V)
    (E : Submodule ℝ V) : ∃ x ∈ E, ∀ w ∈ E, ⟪A (v + x), w⟫_ℝ = 0 := by
  -- the tensor compressed to `E`, as a map into the dual of `E`
  let T : E →ₗ[ℝ] Module.Dual ℝ E :=
    (innerₗ V).compl₁₂ (A.toLinearMap ∘ₗ E.subtype) E.subtype
  have hT : ∀ x w : E, T x w = ⟪A (x : V), (w : V)⟫_ℝ := fun _ _ => rfl
  have inj : Function.Injective T := by
    rw [injective_iff_map_eq_zero]
    intro x hx
    by_contra hne
    have h0 : ⟪A (x : V), (x : V)⟫_ℝ = 0 := by rw [← hT, hx]; rfl
    rw [hA.selfAdjoint] at h0
    exact (hA.pos (x : V) (by simpa using hne)).ne' h0
  have surj : Function.Surjective T :=
    (LinearMap.injective_iff_surjective_of_finrank_eq_finrank
      Subspace.dual_finrank_eq.symm).1 inj
  obtain ⟨x, hx⟩ := surj (-((innerₗ V (A v)) ∘ₗ E.subtype))
  refine ⟨x, x.2, fun w hw => ?_⟩
  have h : ⟪A (x : V), w⟫_ℝ = -⟪A v, w⟫_ℝ := LinearMap.congr_fun hx ⟨w, hw⟩
  rw [map_add, inner_add_left, h]
  ring
```

## (f) The two minima

**Task.** Let $V$ be finite-dimensional. Show that both minima exist and that
$$\min_{x\in E}\langle v+x,A(v+x)\rangle\;\cdot\;\min_{y\in J}\langle v+y,A^{-1}(v+y)\rangle=1.$$

**Solution.** Take $x$ from (e), let $a$ be the energy of $v+x$, and split the flux as $A(v+x)=cv+e+j$ with $e\in E$, $j\in J$.

1. The inner product with $e$ gives $0=\langle e,e\rangle$, so $e=0$.
2. The inner product with $v+x$ gives $a=c$, and $a>0$ by (c).
3. Put $y=j/a\in J$. Then $A(v+x)=a(v+y)$, and (d) gives $ab=1$, where $b$ is the inverse-tensor energy of $v+y$. Hence $b>0$.
4. Any other trial field has energy $a'$ with $a'b\ge1=ab$, so $a'\ge a$. Likewise $ab'\ge1=ab$ gives $b'\ge b$ for any other trial flux.

In Lean, `IsLeast S a` says that `a` belongs to `S` and is a lower bound of it, so attainment is part of the statement. The facts `he0`, `hc` and `hprod` are steps 1 to 3, and the last two bullets are step 4.

```lean
/-- **Dirichlet-Thomson duality.** In finite dimension, for symmetric positive definite `A` and an
orthogonal splitting with unit mean field, the least field energy over `E` and the least
inverse-tensor energy over `J` are both attained, and their product is one. -/
theorem dirichlet_thomson_duality [FiniteDimensional ℝ V] (hA : IsPosDef A)
    (hS : IsSplitting v E J) :
    ∃ a b : ℝ, IsLeast (trialEnergies A v E) a ∧
      IsLeast (trialEnergies A.symm v J) b ∧ a * b = 1 := by
  obtain ⟨x, hx, horth⟩ := exists_equilibrium hA v E
  obtain ⟨c, e, he, j, hj, hz⟩ := hS.complete (A (v + x))
  -- the equilibrium flux has no component in `E`
  have he0 : e = 0 := by
    have hje : ⟪j, e⟫_ℝ = 0 := by rw [real_inner_comm]; exact hS.E_J e he j hj
    have h := horth e he
    rw [hz, inner_add_left, inner_add_left, real_inner_smul_left, hS.mean_E e he, hje] at h
    exact inner_self_eq_zero.mp (by linarith : ⟪e, e⟫_ℝ = 0)
  rw [he0, add_zero] at hz
  -- its mean component is the energy
  have hc : energy A (v + x) = c := by
    have hv := field_flux_pairing hS hx J.zero_mem
    rw [add_zero] at hv
    have hxj : ⟪v + x, j⟫_ℝ = 0 := by
      rw [inner_add_left, hS.mean_J j hj, hS.E_J x hx j hj, add_zero]
    unfold energy
    rw [hz, inner_add_right, real_inner_smul_right, hv, hxj]
    ring
  have ha := (one_le_energy_mul hA hS hx J.zero_mem).1
  have hy : c⁻¹ • j ∈ J := J.smul_mem _ hj
  have hprod : energy A (v + x) * energy A.symm (v + c⁻¹ • j) = 1 := by
    rw [energy_mul_eq_one_iff hA hS hx hy, hc, hz, smul_add, smul_smul,
      mul_inv_cancel₀ (hc ▸ ha.ne'), one_smul]
  have hb : 0 < energy A.symm (v + c⁻¹ • j) :=
    pos_of_mul_pos_right (by rw [hprod]; exact one_pos) ha.le
  -- the trial inequality makes both members of the pair minimisers
  refine ⟨_, _, ⟨⟨x, hx, rfl⟩, ?_⟩, ⟨⟨_, hy, rfl⟩, ?_⟩, hprod⟩
  · rintro r ⟨x', hx', rfl⟩
    have h := (one_le_energy_mul hA hS hx' hy).2
    exact le_of_mul_le_mul_right (hprod.le.trans h) hb
  · rintro r ⟨y', hy', rfl⟩
    have h := (one_le_energy_mul hA hS hx hy').2
    exact le_of_mul_le_mul_left (hprod.le.trans h) ha
```

## (g) A coupled tensor on three-dimensional space

The example uses coordinates $z_0,z_1,z_2$, numbered as in Lean. They are the components along $v$, $E$ and $J$ in an abstract field space, not directions in physical space.

```lean
/-- The tensor on three-dimensional space with rows `(3, 1, 1)`, `(1, 1, 0)`, `(1, 0, 1)`,
together with its inverse. -/
def coupledTensor : EuclideanSpace ℝ (Fin 3) ≃ₗ[ℝ] EuclideanSpace ℝ (Fin 3) where
  toFun z := !₂[3 * z 0 + z 1 + z 2, z 0 + z 1, z 0 + z 2]
  invFun z := !₂[z 0 - z 1 - z 2, 2 * z 1 + z 2 - z 0, 2 * z 2 + z 1 - z 0]
  map_add' x y := by ext i; fin_cases i <;> simp <;> ring
  map_smul' c x := by ext i; fin_cases i <;> simp <;> ring
  left_inv x := by ext i; fin_cases i <;> simp <;> ring
  right_inv x := by ext i; fin_cases i <;> simp <;> ring
```

**Task.** Take $v=(1,0,0)$, with $E$ and $J$ spanned by $(0,1,0)$ and $(0,0,1)$. Verify the hypotheses, using
$$\langle z,Az\rangle=z_0^2+(z_0+z_1)^2+(z_0+z_2)^2,$$
and compute both minima.

**Solution.** The matrix is symmetric. The three squares vanish together only if $z_0=0$ and then $z_1=z_2=0$, so $A$ is positive definite. The coordinate axes are orthogonal and span the space.

For the field $(1,s,0)$ the energy is $2+(1+s)^2$, with minimum $2$ at $s=-1$. For the flux $(1,0,t)$ the inverse-tensor energy is $1-2t+2t^2$, with minimum $\tfrac12$ at $t=\tfrac12$. The product is $1$, and the constitutive law holds: $A(1,-1,0)=(2,0,1)=2\,(1,0,\tfrac12)$. The crude choice $s=t=0$ gives $a=3$ and $b=1$, so the bracket $1/b\le2\le a$ for the least field energy reads $1\le2\le3$.

The theorem below confirms the hypotheses; the numerical minima come from the calculation just given.

```lean
/-- The coupled tensor is symmetric positive definite, and the three coordinate axes form an
orthogonal splitting with unit mean field. -/
theorem dirichlet_thomson_witness :
    IsPosDef coupledTensor ∧
      IsSplitting (!₂[1, 0, 0] : EuclideanSpace ℝ (Fin 3))
        (Submodule.span ℝ {!₂[0, 1, 0]}) (Submodule.span ℝ {!₂[0, 0, 1]}) := by
  refine ⟨⟨fun x y => ?_, fun z hz => ?_⟩, ⟨?_, ?_, ?_, ?_, fun z => ?_⟩⟩
  · simp [coupledTensor, PiLp.inner_apply, Fin.sum_univ_three]
    ring
  · -- the energy is a sum of three squares
    have he : energy coupledTensor z = z 0 ^ 2 + (z 0 + z 1) ^ 2 + (z 0 + z 2) ^ 2 := by
      simp [energy, coupledTensor, PiLp.inner_apply, Fin.sum_univ_three]
      ring
    rw [he]
    by_contra h
    have s0 := sq_nonneg (z 0)
    have s1 := sq_nonneg (z 0 + z 1)
    have s2 := sq_nonneg (z 0 + z 2)
    have h0 : z 0 = 0 := (pow_eq_zero_iff two_ne_zero).1 (by linarith)
    have h1 : z 0 + z 1 = 0 := (pow_eq_zero_iff two_ne_zero).1 (by linarith)
    have h2 : z 0 + z 2 = 0 := (pow_eq_zero_iff two_ne_zero).1 (by linarith)
    apply hz
    ext i
    fin_cases i
    · simpa using h0
    · simpa [h0] using h1
    · simpa [h0] using h2
  · simp [EuclideanSpace.norm_eq, Fin.sum_univ_three]
  · intro x hx
    obtain ⟨c, rfl⟩ := Submodule.mem_span_singleton.mp hx
    simp [PiLp.inner_apply, Fin.sum_univ_three]
  · intro y hy
    obtain ⟨c, rfl⟩ := Submodule.mem_span_singleton.mp hy
    simp [PiLp.inner_apply, Fin.sum_univ_three]
  · intro x hx y hy
    obtain ⟨c, rfl⟩ := Submodule.mem_span_singleton.mp hx
    obtain ⟨d, rfl⟩ := Submodule.mem_span_singleton.mp hy
    simp [PiLp.inner_apply, Fin.sum_univ_three]
  · refine ⟨z 0, z 1 • !₂[0, 1, 0], Submodule.mem_span_singleton.mpr ⟨_, rfl⟩,
      z 2 • !₂[0, 0, 1], Submodule.mem_span_singleton.mpr ⟨_, rfl⟩, ?_⟩
    ext i
    fin_cases i <;> simp

end

end DirichletThomson
```

```lean
#print axioms DirichletThomson.dirichlet_thomson_duality
```

```
'DirichletThomson.dirichlet_thomson_duality' depends on axioms: [propext, Classical.choice, Quot.sound]
```
